# Triangle-rule products up to cutoff $l$ have $(l+1)^4$ components, in channels holding $(2l+1)^2$

Take one radial function for each angular momentum $0,\dots,l$ and couple every ordered pair $a,b\le l$ to all total angular momenta $L$ with $|a-b|\le L\le a+b$. Counting the $2L+1$ values of the magnetic quantum number $M$ for each $L$, the number of products, labelled by $(a,b,L,M)$, is

$$\sum_{a=0}^{l}\sum_{b=0}^{l}\;\sum_{L=|a-b|}^{a+b}(2L+1)=(l+1)^4 .$$

The values of $L$ that occur are exactly $0,\dots,2l$. Counted once each, they hold

$$\sum_{L=0}^{2l}(2L+1)=(2l+1)^2$$

components. These raw products grow quartically with the cutoff, the distinct labels $(L,M)$ quadratically.

Products of spherical harmonics at the same point obey a stricter rule, the Gaunt selection rule, which also requires $a+b+L$ to be even. Under that rule the distinct count is still $(2l+1)^2$. The raw count, written $N_G(l)$, satisfies

$$2N_G(l)\ge (l+1)^4,\qquad 8N_G(l)\ge (l+1)^2(2l+1)^2 .$$

## Array sizes in a mixed product basis

In all-electron codes of the APW and LAPW family, products of two orbitals are needed for exchange, polarisability and screened interactions. Inside an atomic sphere each orbital is a sum of radial functions times spherical harmonics. The product of two orbitals is therefore a sum of terms, each a radial product times a product of two harmonics, and the latter is expanded in harmonics of angular momentum $L$. The mixed product basis collects the radial products belonging to each $L$ and reduces them to a smaller set.

Two sizes enter here. The loop over pairs, allowed $L$ and their $2L+1$ magnetic components generates the raw products, and the array of angular channels needs room for $L$ up to $2l$ unless the code truncates $L$ earlier. For a single sphere with one radial function per channel, ordered pairs and no such truncation, the formulas give the size of the angular array exactly and bound the length of the Gaunt-filtered product list from below, provided that the list has an entry for every magnetic component. A list of radial products alone, with one entry per $(a,b,L)$, is shorter for $l\ge 1$, and the bounds do not apply to it. They also give a quick check on a loop that enumerates channels.

The gap between the two counts is not by itself a count of linear dependencies. Two pairs that reach the same $L$ generally bring different radial products, and how many of these must be kept depends on their overlaps. What the counts show is how many products compete for the same angular functions.

## From one pair to the full count

**Sums of odd numbers.** Since $2L+1=(L+1)^2-L^2$, the sum over $L=0,\dots,n-1$ telescopes to $n^2$. Over an interval that starts at $m$ and has $k+1$ members,

$$\sum_{L=m}^{m+k}(2L+1)=(m+k+1)^2-m^2=(k+1)(2m+k+1).$$

**One pair under the triangle rule.** Let $b\le a$ and write $a=b+d$. The allowed $L$ run from $d$ to $d+2b$, so $m=d$ and $k=2b$, and the sum is

$$(2b+1)(2d+2b+1)=(2b+1)(2a+1).$$

The result is symmetric in $a$ and $b$, so it holds for $a\le b$ as well. It is the familiar statement that coupling two angular momenta preserves the number of states.

**All pairs.** The double sum factorises:

$$\sum_{a=0}^{l}\sum_{b=0}^{l}(2a+1)(2b+1)=\Big(\sum_{a=0}^{l}(2a+1)\Big)^2=\big((l+1)^2\big)^2=(l+1)^4 .$$

**Distinct channels.** No pair reaches beyond $2l$, because $L\le a+b\le 2l$. Conversely, let $L\le 2l$ and choose $a=\lfloor L/2\rfloor$ and $b=L-a$. Both are at most $l$. Their sum is $L$, and their difference is $0$ or $1$, being $0$ when $L=0$, so $|a-b|\le L\le a+b$. Also $a+b+L=2L$ is even. Every $L$ from $0$ to $2l$ is therefore reached, even under the Gaunt rule, and the sum of odd numbers with $n=2l+1$ gives $(2l+1)^2$.

**One pair under the Gaunt rule.** Again let $a=b+d$. Since $a+b=d+2b$ has the parity of $d$, the allowed values are $L=d+2j$ with $j=0,\dots,b$, and

$$\sum_{j=0}^{b}(2d+4j+1)=(b+1)(2d+1)+2b(b+1)=(b+1)(2a+1).$$

Twice this is $(2b+2)(2a+1)$, which is at least the triangle value $(2b+1)(2a+1)$. Pairs with $a\le b$ follow by exchanging the two labels. Summing over all pairs gives $2N_G(l)\ge(l+1)^4$.

**Ratio to the distinct count.** From $2l+1\le 2(l+1)$,

$$(l+1)^2(2l+1)^2\le 4(l+1)^4\le 8N_G(l).$$

## The smallest cutoffs, $l=0$ and $l=1$

For $l=0$ the only pair is $(0,0)$ and it reaches only $L=0$, so every count equals 1 and there is no redundancy.

For $l=1$ the pair $(0,0)$ gives 1 component and the pairs $(0,1)$ and $(1,0)$ give 3 each. The pair $(1,1)$ gives $1+3+5=9$ under the triangle rule and $1+5=6$ under the Gaunt rule. The raw counts are thus 16 and 13, against 9 distinct components from $L=0,1,2$. The guaranteed factor $(l+1)^2/8$ is only $1/2$ here; it first exceeds 1 at $l=2$.

## The Lean file

```lean
import Mathlib

open Finset

namespace MixedProductBasis

/-- The total angular momenta `L` allowed by the triangle rule `|a - b| ≤ L ≤ a + b`. -/
def triangleChannels (a b : ℕ) : Finset ℕ :=
  Icc ((a : ℤ) - b).natAbs (a + b)

/-- The `L` allowed by the Gaunt selection rule: the triangle rule together with
even `a + b + L`. -/
def gauntChannels (a b : ℕ) : Finset ℕ :=
  (triangleChannels a b).filter (fun L => Even (a + b + L))

/-- Number of raw products for angular cutoff `l` under a selection rule `S`: each ordered pair
`a, b ≤ l` contributes `2L + 1` components for every allowed `L`. -/
def rawCount (S : ℕ → ℕ → Finset ℕ) (l : ℕ) : ℕ :=
  ∑ a ∈ range (l + 1), ∑ b ∈ range (l + 1), ∑ L ∈ S a b, (2 * L + 1)

/-- The set of all `L` reached by at least one pair `a, b ≤ l` under the selection rule `S`. -/
def distinctChannels (S : ℕ → ℕ → Finset ℕ) (l : ℕ) : Finset ℕ :=
  (range (l + 1) ×ˢ range (l + 1)).biUnion (fun p => S p.1 p.2)

/-- Number of distinct angular functions: `2L + 1` components for each `L` that is reached,
counted once. -/
def distinctCount (S : ℕ → ℕ → Finset ℕ) (l : ℕ) : ℕ :=
  ∑ L ∈ distinctChannels S l, (2 * L + 1)

/-- The channels `L = 0, ..., n - 1` hold `n ^ 2` angular components in total. -/
theorem sum_components (n : ℕ) : ∑ L ∈ range n, (2 * L + 1) = n ^ 2 := by
  induction n with
  | zero => simp
  | succ n ih => rw [sum_range_succ, ih]; ring

/-- Coupling angular momenta `a` and `b` preserves the number of states:
the multiplets allowed by the triangle rule hold `(2a + 1)(2b + 1)` components. -/
theorem triangle_dimension (a b : ℕ) :
    ∑ L ∈ triangleChannels a b, (2 * L + 1) = (2 * a + 1) * (2 * b + 1) := by
  -- the sum over an interval of channels
  have hsum : ∀ m k : ℕ,
      ∑ L ∈ Icc m (m + k), (2 * L + 1) = (k + 1) * (2 * m + k + 1) := by
    intro m k
    induction k with
    | zero => simp
    | succ k ih =>
      rw [← add_assoc m k 1, sum_Icc_succ_top (by omega), ih]
      ring
  -- the smaller angular momentum fixes the number of multiplets
  rcases le_total b a with h | h
  · obtain ⟨d, rfl⟩ := Nat.exists_eq_add_of_le h
    have e : triangleChannels (b + d) b = Icc d (d + 2 * b) := by
      ext L
      simp only [triangleChannels, mem_Icc]
      omega
    rw [e, hsum]
    ring
  · obtain ⟨d, rfl⟩ := Nat.exists_eq_add_of_le h
    have e : triangleChannels a (a + d) = Icc d (d + 2 * a) := by
      ext L
      simp only [triangleChannels, mem_Icc]
      omega
    rw [e, hsum]
    ring

/-- For `b ≤ a`, the multiplets allowed by the Gaunt rule hold `(b + 1)(2a + 1)` components. -/
theorem gaunt_dimension (a b : ℕ) (h : b ≤ a) :
    ∑ L ∈ gauntChannels a b, (2 * L + 1) = (b + 1) * (2 * a + 1) := by
  -- every second channel of an interval, starting from its lower end
  have hsum : ∀ m k : ℕ, ∑ L ∈ (Icc m (m + 2 * k)).filter (fun L => Even (m + L)),
      (2 * L + 1) = (k + 1) * (2 * m + 2 * k + 1) := by
    intro m k
    rw [sum_filter]
    induction k with
    | zero => simp [Nat.even_add]
    | succ k ih =>
      have e : m + 2 * (k + 1) = m + 2 * k + 1 + 1 := by ring
      have h1 : ¬ Even (m + (m + 2 * k + 1)) := by rw [Nat.even_iff]; omega
      have h2 : Even (m + (m + 2 * k + 1 + 1)) := by rw [Nat.even_iff]; omega
      rw [e, sum_Icc_succ_top (by omega), sum_Icc_succ_top (by omega), ih,
        if_neg h1, if_pos h2]
      ring
  obtain ⟨d, rfl⟩ := Nat.exists_eq_add_of_le h
  have e : gauntChannels (b + d) b =
      (Icc d (d + 2 * b)).filter (fun L => Even (d + L)) := by
    ext L
    simp only [gauntChannels, triangleChannels, mem_filter, mem_Icc, Nat.even_iff]
    omega
  rw [e, hsum]
  ring

/-- For any selection rule that allows at least the Gaunt channels and at most the triangle
channels, the pairs `a, b ≤ l` reach exactly `L = 0, ..., 2l`. -/
theorem distinctChannels_eq (S : ℕ → ℕ → Finset ℕ) (l : ℕ)
    (hG : ∀ a b, gauntChannels a b ⊆ S a b) (hT : ∀ a b, S a b ⊆ triangleChannels a b) :
    distinctChannels S l = range (2 * l + 1) := by
  ext L
  simp only [distinctChannels, mem_biUnion, mem_product, mem_range]
  constructor
  · rintro ⟨p, ⟨ha, hb⟩, hL⟩
    have h := hT _ _ hL
    simp only [triangleChannels, mem_Icc] at h
    omega
  · intro hL
    -- split `L` into two nearly equal halves and couple them to the maximal value
    have h1 : L / 2 < l + 1 := by omega
    have h2 : L - L / 2 < l + 1 := by omega
    have h3 : L ∈ gauntChannels (L / 2) (L - L / 2) := by
      simp only [gauntChannels, triangleChannels, mem_filter, mem_Icc, Nat.even_iff]
      omega
    exact ⟨(L / 2, L - L / 2), ⟨h1, h2⟩, hG _ _ h3⟩

/-- Under the triangle rule with angular cutoff `l`, there are `(l + 1) ^ 4` raw products and
`(2l + 1) ^ 2` distinct angular components. -/
theorem raw_quartic_distinct_quadratic (l : ℕ) :
    rawCount triangleChannels l = (l + 1) ^ 4 ∧
      distinctCount triangleChannels l = (2 * l + 1) ^ 2 := by
  constructor
  · -- the double sum over pairs factorises
    simp only [rawCount, triangle_dimension]
    rw [← sum_mul_sum, sum_components]
    ring
  · rw [distinctCount, distinctChannels_eq triangleChannels l
      (fun a b => filter_subset _ _) (fun a b => Subset.refl _), sum_components]

/-- The Gaunt rule keeps at least half of the `(l + 1) ^ 4` raw products. -/
theorem gaunt_raw_quartic (l : ℕ) : (l + 1) ^ 4 ≤ 2 * rawCount gauntChannels l := by
  have hcomm : ∀ a b, gauntChannels a b = gauntChannels b a := by
    intro a b
    ext L
    simp only [gauntChannels, triangleChannels, mem_filter, mem_Icc, Nat.even_iff]
    omega
  rw [← (raw_quartic_distinct_quadratic l).1]
  unfold rawCount
  -- compare the two rules pair by pair
  rw [mul_sum]
  refine sum_le_sum fun a _ => ?_
  rw [mul_sum]
  refine sum_le_sum fun b _ => ?_
  rw [triangle_dimension]
  rcases le_total b a with h | h
  · rw [gaunt_dimension a b h]
    nlinarith
  · rw [hcomm a b, gaunt_dimension b a h]
    nlinarith

/-- Under the Gaunt rule the number of raw products is at least `(l + 1) ^ 2 / 8` times the number
of distinct angular components. -/
theorem gaunt_redundancy (l : ℕ) :
    (l + 1) ^ 2 * distinctCount gauntChannels l ≤ 8 * rawCount gauntChannels l := by
  have hd : distinctCount gauntChannels l = (2 * l + 1) ^ 2 := by
    rw [distinctCount, distinctChannels_eq gauntChannels l
      (fun a b => Subset.refl _) (fun a b => filter_subset _ _), sum_components]
  have hraw := gaunt_raw_quartic l
  rw [hd]
  calc (l + 1) ^ 2 * (2 * l + 1) ^ 2
      ≤ (l + 1) ^ 2 * (2 * (l + 1)) ^ 2 :=
        Nat.mul_le_mul_left _ (Nat.pow_le_pow_left (by omega) 2)
    _ = 4 * (l + 1) ^ 4 := by ring
    _ ≤ 8 * rawCount gauntChannels l := by linarith

end MixedProductBasis
```

```lean
#print axioms MixedProductBasis.raw_quartic_distinct_quadratic
#print axioms MixedProductBasis.gaunt_redundancy
```

```
'MixedProductBasis.raw_quartic_distinct_quadratic' depends on axioms: [propext, Classical.choice, Quot.sound]
'MixedProductBasis.gaunt_redundancy' depends on axioms: [propext, Classical.choice, Quot.sound]
```

## How the definitions encode the selection rules

All angular momenta are natural numbers. `triangleChannels a b` is the finite set of $L$ from $|a-b|$ to $a+b$. The difference is formed in the integers before `natAbs` takes its absolute value, because subtraction of natural numbers in Lean stops at zero and would give the wrong lower end for $a<b$. `gauntChannels a b` keeps those members for which $a+b+L$ is even. Physically, the triangle rule is angular momentum addition. The evenness condition is parity: a harmonic of angular momentum $L$ is multiplied by $(-1)^L$ under inversion, and a product of harmonics with angular momenta $a$ and $b$ by $(-1)^{a+b}$.

A selection rule is a function `S` from a pair to a finite set of $L$. `rawCount S l` sums $2L+1$ over all ordered pairs and their allowed channels; `range (l + 1)` means $0,\dots,l$. `distinctChannels S l` is the union of the allowed sets, and `distinctCount S l` sums $2L+1$ over that union. The range $0,\dots,2l$ is therefore a theorem and not part of a definition. The docstring of `distinctCount` speaks of angular functions, which means the harmonics $Y_{LM}$ at a single point. For two separate particles, different pairs $(a,b)$ coupled to the same $L$ and $M$ give different functions, and the count is then one of labels $(L,M)$ only.

Read in words, the main theorems say the following for every natural number $l$, including zero.

- `raw_quartic_distinct_quadratic`: under the triangle rule the raw count is $(l+1)^4$ and the distinct count is $(2l+1)^2$.
- `distinctChannels_eq`: if a rule allows at least the Gaunt channels (`hG`) and at most the triangle channels (`hT`), the channels reached are exactly $0,\dots,2l$.
- `gaunt_raw_quartic`: twice the Gaunt raw count is at least $(l+1)^4$.
- `gaunt_redundancy`: $(l+1)^2$ times the Gaunt distinct count is at most eight times the Gaunt raw count. This is the ratio bound with its denominators multiplied out, so that it stays within the natural numbers.

## Induction for the sums, `omega` for the channel ranges

`sum_components` proves the sum of odd numbers by induction on $n$, in place of the telescoping argument. `triangle_dimension` first establishes the interval formula as `hsum`, by induction on the length. It then splits on which of $a$ and $b$ is smaller and writes the larger as the smaller plus `d`. The tactic `omega`, which proves linear statements about integers and natural numbers, confirms that the allowed set is the interval from $d$ upwards, and `ring` finishes the algebra.

`gaunt_dimension` also starts from an interval formula and writes `a` as `b + d`, but it assumes $b\le a$ and so needs no case split. Its induction lengthens the interval by two. Of the two new values of $L$, one has the wrong parity and is removed (`if_neg h1`), while the other contributes (`if_pos h2`).

`distinctChannels_eq` proves the two inclusions separately. The first uses `hT` to obtain $L\le a+b\le 2l$. The second supplies the pair `(L / 2, L - L / 2)`, where the division rounds down, and shows that it satisfies the Gaunt rule; `hG` then passes the channel on to `S`.

In `raw_quartic_distinct_quadratic`, the rewrite with `sum_mul_sum` is the factorisation of the double sum. The second half combines the channel range with `sum_components`.

`gaunt_raw_quartic` replaces $(l+1)^4$ by the triangle raw count and compares the two rules pair by pair through `sum_le_sum`. The symmetry `hcomm` handles pairs with $a\le b$, and `nlinarith` proves the factor-of-two inequality. The `calc` block in `gaunt_redundancy` is the final chain of inequalities from the derivation.

## What a code may take from the counts

The theorems concern integers and selection rules. A code that enumerates ordered pairs with one radial function per channel, applies either rule as defined here, and counts all $2L+1$ components of each allowed $L$, must reproduce these counts or satisfy these bounds at every cutoff.

The file contains no spherical harmonics, radial functions or integrals. The Gaunt rule enters as a definition, and its connection with integrals over three harmonics is physics brought in from outside. Nothing is stated about the rank of the radial overlap matrices, so the size of the reduced basis and the error caused by discarding products remain numerical questions.

The convention of ordered pairs also matters. If the same radial functions appear in both factors, $(a,b)$ and $(b,a)$ yield the same radial product, and a code that stores it once will, for $l\ge 1$, have a shorter list than `rawCount` gives; the lower bounds for the Gaunt rule then need not hold. Additional radial functions, such as energy derivatives or local orbitals, lengthen the list without adding new values of $L$ as long as their angular momenta stay within the cutoff. Interstitial plane waves, and the sum over several atoms, have to be counted separately.
